# The Hamiltonian matrix element between a determinant and a single excitation is a Fock matrix element

**A:** In an orthonormal set of spin orbitals, let ψ be a normalised determinant, i one of its occupied spin orbitals and v an empty one. Let a_p annihilate and a_p† create a fermion in spin orbital p. For

H = Σ_pq h_pq a_p† a_q + ½ Σ_pqrs g_pqrs a_p† a_r† a_s a_q

with g_pqrs = g_rspq, the coupling of ψ to its single excitation is

⟨ψ, H a_v† a_i ψ⟩ = h_iv + Σ_{j occupied} (g_ivjj − g_ijjv) = F_iv.

**Q:** Where are the fermions? I expect the code to contain only matrices.

**A:** It does. The finite type `ι` labels orthonormal spin orbitals, and `n` labels a basis of a finite-dimensional state space. Creation operators are conjugate transposes, and the fermionic character is carried by the anticommutation relations.

```lean
import Mathlib

open Matrix

namespace BrillouinMatrixElement

noncomputable section

variable {ι n : Type*} [Fintype ι] [DecidableEq ι] [Fintype n] [DecidableEq n]

/-- The canonical anticommutation relations for annihilation operators `a p`, whose
conjugate transposes are the creation operators. -/
structure IsCAR (a : ι → Matrix n n ℂ) : Prop where
  anti : ∀ p q, a p * a q + a q * a p = 0
  mixed : ∀ p q, a p * (a q)ᴴ + (a q)ᴴ * a p = if p = q then 1 else 0
```

**Q:** And the determinant? I see no antisymmetrised product of orbitals.

**A:** It is characterised by its occupations: a unit vector killed by a_j† for every filled j and by a_v for every empty v. The expectation value is ⟨ψ, Mψ⟩, conjugate-linear in the left slot and linear in M.

```lean
/-- A unit vector in which the modes in `occ` are filled and all other modes are empty. -/
structure IsDeterminant (a : ι → Matrix n n ℂ) (occ : Finset ι) (ψ : n → ℂ) : Prop where
  unit : star ψ ⬝ᵥ ψ = 1
  filled : ∀ j ∈ occ, (a j)ᴴ *ᵥ ψ = 0
  empty : ∀ v, v ∉ occ → a v *ᵥ ψ = 0

/-- The expectation value `⟨ψ, M ψ⟩`, as a linear functional of the operator `M`. -/
def expect (ψ : n → ℂ) : Matrix n n ℂ →ₗ[ℂ] ℂ where
  toFun M := star ψ ⬝ᵥ (M *ᵥ ψ)
  map_add' M N := by simp [Matrix.add_mulVec, dotProduct_add]
  map_smul' c M := by simp [Matrix.smul_mulVec, dotProduct_smul]
```

**Q:** Which integral convention is this?

**A:** Charge-cloud order: g_pqrs is (pq|rs), with p and q belonging to one electron and r and s to the other. Thus g_ivjj is the Coulomb term and g_ijjv the exchange term. The integrals may be complex, and neither h nor g has to make H Hermitian. `density` is the diagonal matrix D, with D_pq = 1 if p = q is filled and 0 otherwise.

```lean
/-- The electronic Hamiltonian with one-electron integrals `h` and two-electron
integrals `g` in charge-cloud order. -/
def hamiltonian (a : ι → Matrix n n ℂ) (h : ι → ι → ℂ) (g : ι → ι → ι → ι → ℂ) :
    Matrix n n ℂ :=
  ∑ p, ∑ q, h p q • ((a p)ᴴ * a q) +
    (1 / 2 : ℂ) • ∑ p, ∑ q, ∑ r, ∑ s, g p q r s • ((a p)ᴴ * (a r)ᴴ * a s * a q)

/-- The Fock matrix: one-electron part plus Coulomb minus exchange with the filled modes. -/
def fock (occ : Finset ι) (h : ι → ι → ℂ) (g : ι → ι → ι → ι → ℂ) (p q : ι) : ℂ :=
  h p q + ∑ j ∈ occ, (g p q j j - g p j j q)

/-- The diagonal matrix with entry one for filled modes and zero for empty modes. -/
def density (occ : Finset ι) (p q : ι) : ℂ :=
  if p = q then (if p ∈ occ then 1 else 0) else 0
```

**Q:** Show me the calculation, then. Where does anything vanish?

**A:** At the two ends of an operator string. If Mψ = 0, then ⟨ψ, XMψ⟩ = 0, and also ⟨ψ, M†Xψ⟩ = ⟨Mψ, Xψ⟩ = 0. The rest is moving operators to an end with

a_p a_q† = δ_pq − a_q† a_p,  a_p† a_q† = −a_q† a_p†.

The second rule is the adjoint of the relation for two annihilators, which is how `reorder` obtains it.

```lean
variable {a : ι → Matrix n n ℂ} {occ : Finset ι} {ψ : n → ℂ}

omit [DecidableEq n] in
/-- If `M` annihilates the state, expectation values with `M` on the far right or its
adjoint on the far left vanish. -/
theorem expect_annihilated {M : Matrix n n ℂ} (hM : M *ᵥ ψ = 0) (X : Matrix n n ℂ) :
    expect ψ (X * M) = 0 ∧ expect ψ (Mᴴ * X) = 0 := by
  constructor
  · change star ψ ⬝ᵥ ((X * M) *ᵥ ψ) = 0
    rw [← Matrix.mulVec_mulVec, hM, Matrix.mulVec_zero, dotProduct_zero]
  · change star ψ ⬝ᵥ ((Mᴴ * X) *ᵥ ψ) = 0
    rw [← Matrix.mulVec_mulVec, Matrix.dotProduct_mulVec, ← Matrix.star_mulVec, hM,
      star_zero, zero_dotProduct]

omit [Fintype ι] in
/-- Reordering rules: exchanging an annihilator and a creator costs a sign and a
contraction, exchanging two creators costs a sign. -/
theorem reorder (hc : IsCAR a) (p q : ι) :
    a p * (a q)ᴴ = (if p = q then (1 : ℂ) else 0) • 1 - (a q)ᴴ * a p ∧
    (a q)ᴴ * a p = (if p = q then (1 : ℂ) else 0) • 1 - a p * (a q)ᴴ ∧
    (a p)ᴴ * (a q)ᴴ = -((a q)ᴴ * (a p)ᴴ) := by
  have h : a p * (a q)ᴴ + (a q)ᴴ * a p = (if p = q then (1 : ℂ) else 0) • 1 := by
    rw [hc.mixed]
    split_ifs <;> simp
  have h' := congrArg Matrix.conjTranspose (hc.anti p q)
  simp only [Matrix.conjTranspose_add, Matrix.conjTranspose_mul,
    Matrix.conjTranspose_zero] at h'
  exact ⟨eq_sub_of_add_eq h, eq_sub_of_add_eq' h, eq_neg_of_add_eq_zero_right h'⟩
```

For the one-particle density matrix, suppose first that p is filled. Then a_p† a_q = δ_pq − a_q a_p†, and the last term kills ψ, leaving δ_pq. If p is empty, a_p† gives zero at the left end. Either way

⟨ψ, a_p† a_q ψ⟩ = D_pq.

The Lean proof makes the same case split.

```lean
omit [Fintype ι] in
/-- The one-particle density matrix of a determinant is diagonal with the occupation
numbers as entries. -/
theorem one_particle_density (hc : IsCAR a) (hd : IsDeterminant a occ ψ) (p q : ι) :
    expect ψ ((a p)ᴴ * a q) = density occ p q := by
  by_cases hp : p ∈ occ
  · have h1 : expect ψ 1 = 1 := by
      change star ψ ⬝ᵥ ((1 : Matrix n n ℂ) *ᵥ ψ) = 1
      rw [Matrix.one_mulVec, hd.unit]
    rw [(reorder hc q p).2.1, map_sub, map_smul, h1,
      (expect_annihilated (hd.filled p hp) _).1]
    by_cases h : q = p
    · simp [density, hp, h]
    · simp [density, h, Ne.symm h]
  · rw [(expect_annihilated (hd.empty p hp) _).2]
    simp [density, hp]
```

**Q:** The two-electron part needs four operators. Do you assume Wick's theorem?

**A:** No, the reordering is done explicitly. If r is filled, move a_r† to the right:

a_p† a_r† a_s a_q = δ_rs a_p† a_q − δ_rq a_p† a_s + a_p† a_s a_q a_r†.

The last term vanishes on ψ. If r is empty, swap the two creators and a_r† vanishes at the left, while D_rs = D_rq = 0. Both cases give

⟨ψ, a_p† a_r† a_s a_q ψ⟩ = D_pq D_rs − D_ps D_rq.

In the code, `key` is the displayed reordering for arbitrary matrices obeying the needed exchange rules.

```lean
omit [Fintype ι] in
/-- The two-particle density matrix of a determinant is the antisymmetrised product of
one-particle density matrices. -/
theorem two_particle_density (hc : IsCAR a) (hd : IsDeterminant a occ ψ) (p r s q : ι) :
    expect ψ ((a p)ᴴ * (a r)ᴴ * a s * a q) =
      density occ p q * density occ r s - density occ p s * density occ r q := by
  by_cases hr : r ∈ occ
  · -- move the creator of the filled mode `r` to the right, where it vanishes
    have key : ∀ (P R S Q : Matrix n n ℂ) (x y : ℂ), R * S = x • 1 - S * R →
        R * Q = y • 1 - Q * R →
        P * R * S * Q = x • (P * Q) - y • (P * S) + P * S * Q * R := by
      intro P R S Q x y h1 h2
      calc P * R * S * Q = P * (R * S) * Q := by simp only [mul_assoc]
        _ = x • (P * Q) - P * S * (R * Q) := by
          rw [h1]
          simp only [mul_sub, sub_mul, mul_smul_comm, smul_mul_assoc, mul_one, mul_assoc]
        _ = _ := by
          rw [h2]
          simp only [mul_sub, mul_smul_comm, mul_one, mul_assoc]
          abel
    have hD : ∀ t, density occ r t = if t = r then 1 else 0 := by
      intro t
      by_cases h : t = r
      · simp [density, hr, h]
      · simp [density, h, Ne.symm h]
    rw [key _ _ _ _ _ _ (reorder hc s r).2.1 (reorder hc q r).2.1]
    simp only [map_add, map_sub, map_smul, smul_eq_mul, one_particle_density hc hd,
      (expect_annihilated (hd.filled r hr) _).1, hD]
    ring
  · rw [(reorder hc p r).2.2, neg_mul, neg_mul, map_neg, mul_assoc, mul_assoc,
      (expect_annihilated (hd.empty r hr) _).2]
    simp [density, hr]
```

**Q:** Now put the excitation in.

**A:** Move a_v† to the left, where it vanishes because v is empty. For one body,

a_p† a_q a_v† a_i = δ_qv a_p† a_i + a_v† a_p† a_q a_i,

so the expectation value is δ_qv D_pi.

```lean
omit [Fintype ι] in
/-- One-body transition element between a determinant and a single excitation into the
empty mode `v`. -/
theorem one_body_transition (hc : IsCAR a) (hd : IsDeterminant a occ ψ) {v : ι}
    (hv : v ∉ occ) (i p q : ι) :
    expect ψ ((a p)ᴴ * a q * ((a v)ᴴ * a i)) =
      (if q = v then 1 else 0) * density occ p i := by
  have e : (a p)ᴴ * a q * ((a v)ᴴ * a i) =
      (if q = v then (1 : ℂ) else 0) • ((a p)ᴴ * a i) + (a v)ᴴ * ((a p)ᴴ * a q * a i) := by
    calc _ = (a p)ᴴ * (a q * (a v)ᴴ) * a i := by simp only [mul_assoc]
      _ = (if q = v then (1 : ℂ) else 0) • ((a p)ᴴ * a i)
          - ((a p)ᴴ * (a v)ᴴ) * (a q * a i) := by
        rw [(reorder hc q v).1]
        simp only [mul_sub, sub_mul, mul_smul_comm, smul_mul_assoc, mul_one, mul_assoc]
      _ = _ := by
        rw [(reorder hc p v).2.2, neg_mul, sub_neg_eq_add]
        simp only [mul_assoc]
  rw [e, map_add, map_smul, one_particle_density hc hd,
    (expect_annihilated (hd.empty v hv) _).2, add_zero, smul_eq_mul]
```

For two bodies, a_v† passes two annihilators, each leaving a contraction, and then two creators, whose signs cancel:

a_p† a_r† a_s a_q a_v† a_i = δ_qv a_p† a_r† a_s a_i − δ_sv a_p† a_r† a_q a_i + a_v† a_p† a_r† a_s a_q a_i.

Inserting the two-particle density matrix gives

δ_qv (D_pi D_rs − D_ps D_ri) − δ_sv (D_pi D_rq − D_pq D_ri).

```lean
omit [Fintype ι] in
/-- Two-body transition element between a determinant and a single excitation into the
empty mode `v`, in terms of one-particle density matrices. -/
theorem two_body_transition (hc : IsCAR a) (hd : IsDeterminant a occ ψ) {v : ι}
    (hv : v ∉ occ) (i p q r s : ι) :
    expect ψ ((a p)ᴴ * (a r)ᴴ * a s * a q * ((a v)ᴴ * a i)) =
      (if q = v then 1 else 0) *
        (density occ p i * density occ r s - density occ p s * density occ r i) -
      (if s = v then 1 else 0) *
        (density occ p i * density occ r q - density occ p q * density occ r i) := by
  -- move the creator of the empty mode `v` to the left, where it vanishes
  have key : ∀ (P R S Q V J : Matrix n n ℂ) (x y : ℂ), Q * V = y • 1 - V * Q →
      S * V = x • 1 - V * S → R * V = -(V * R) → P * V = -(V * P) →
      P * R * S * Q * (V * J) =
        y • (P * R * S * J) - x • (P * R * Q * J) + V * (P * R * S * Q * J) := by
    intro P R S Q V J x y hQ hS hR hP
    have hPR : P * (R * V) = V * (P * R) := by
      rw [hR, mul_neg, ← mul_assoc, hP, neg_mul, neg_neg, mul_assoc]
    calc P * R * S * Q * (V * J) = P * R * S * (Q * V) * J := by simp only [mul_assoc]
      _ = y • (P * R * S * J) - P * R * (S * V) * (Q * J) := by
        rw [hQ]
        simp only [mul_sub, sub_mul, mul_smul_comm, smul_mul_assoc, mul_one, mul_assoc]
      _ = y • (P * R * S * J) - x • (P * R * Q * J) + P * (R * V) * (S * Q * J) := by
        rw [hS]
        simp only [mul_sub, sub_mul, mul_smul_comm, smul_mul_assoc, mul_one, mul_assoc]
        abel
      _ = _ := by
        rw [hPR]
        simp only [mul_assoc]
  rw [key _ _ _ _ _ _ _ _ (reorder hc q v).1 (reorder hc s v).1
    (reorder hc r v).2.2 (reorder hc p v).2.2]
  simp only [map_add, map_sub, map_smul, smul_eq_mul, two_particle_density hc hd,
    (expect_annihilated (hd.empty v hv) _).2, add_zero]
```

**Q:** That has four terms, and the Fock matrix has two. Who removes the ½?

**A:** Particle exchange. Summing against the integrals, with i filled, yields

h_iv + ½ Σ_{j occupied} (g_ivjj − g_jvij − g_ijjv + g_jjiv).

The symmetry says g_jjiv = g_ivjj and g_jvij = g_ijjv, so the terms pair up. In the proof, `one` and `two` collapse the sums, `hB` and `hE` apply the symmetry, and `ring` finishes.

```lean
/-- The Hamiltonian matrix element between a determinant and its single excitation from
the filled mode `i` to the empty mode `v` is the Fock matrix element `F i v`. -/
theorem brillouin_matrix_element (hc : IsCAR a) (hd : IsDeterminant a occ ψ)
    (h : ι → ι → ℂ) (g : ι → ι → ι → ι → ℂ) (hg : ∀ p q r s, g p q r s = g r s p q)
    {i v : ι} (hi : i ∈ occ) (hv : v ∉ occ) :
    expect ψ (hamiltonian a h g * ((a v)ᴴ * a i)) = fock occ h g i v := by
  simp only [hamiltonian, add_mul, Finset.sum_mul, smul_mul_assoc, map_add, map_sum,
    map_smul, smul_eq_mul, one_body_transition hc hd hv, two_body_transition hc hd hv]
  have one : ∑ p, ∑ q, h p q * ((if q = v then 1 else 0) * density occ p i) = h i v := by
    simp [density, hi]
  have two : ∑ p, ∑ q, ∑ r, ∑ s, g p q r s * ((if q = v then 1 else 0) *
        (density occ p i * density occ r s - density occ p s * density occ r i) -
      (if s = v then 1 else 0) *
        (density occ p i * density occ r q - density occ p q * density occ r i)) =
      (∑ j ∈ occ, g i v j j - ∑ j ∈ occ, g j v i j) -
        (∑ j ∈ occ, g i j j v - ∑ j ∈ occ, g j j i v) := by
    simp only [mul_sub, Finset.sum_sub_distrib]
    simp [density, hi, Finset.sum_ite_irrel]
  -- particle exchange identifies the two Coulomb and the two exchange sums
  have hB : ∑ j ∈ occ, g j v i j = ∑ j ∈ occ, g i j j v :=
    Finset.sum_congr rfl fun j _ => hg j v i j
  have hE : ∑ j ∈ occ, g j j i v = ∑ j ∈ occ, g i v j j :=
    Finset.sum_congr rfl fun j _ => hg j j i v
  rw [one, two, hB, hE, fock, Finset.sum_sub_distrib]
  ring
```

**Q:** Is `hg` really needed, or is it decoration?

**A:** It is needed. Take two modes, 0 filled and 1 empty, with h = 0 and g_0100 = 1 as the only non-zero integral. Its operator is a_0† a_0† a_0 a_1 = 0, so H = 0 and the matrix element is 0. Yet F_01 = g_0100 − g_0001 = 1. The symmetry would have forced g_0001 = 1 and restored F_01 = 0. Physically, it says that the interaction does not depend on which electron is called the first.

**Q:** Brillouin's theorem is about optimised Hartree–Fock orbitals. Where is the optimisation?

**A:** There is none: ψ need not be stationary in energy. What is proved is an equivalence: F_iv = 0 for all filled i and empty v exactly when H has no matrix element from any superposition of single excitations to ψ. That, for Hermitian H, stationarity under all rotations between filled and empty spin orbitals makes this block vanish is a separate step. Forwards, linearity reduces the claim to the matrix element above; backwards, one chooses amplitudes `t` that select a single excitation.

```lean
/-- The filled-empty block of the Fock matrix vanishes exactly when `⟨ψ, H T ψ⟩ = 0` for every
linear combination `T` of single-excitation operators from filled to empty modes. -/
theorem brillouin_iff (hc : IsCAR a) (hd : IsDeterminant a occ ψ)
    (h : ι → ι → ℂ) (g : ι → ι → ι → ι → ℂ) (hg : ∀ p q r s, g p q r s = g r s p q) :
    (∀ i ∈ occ, ∀ v, v ∉ occ → fock occ h g i v = 0) ↔
      ∀ t : ι → ι → ℂ, expect ψ (hamiltonian a h g *
        ∑ v ∈ occᶜ, ∑ i ∈ occ, t v i • ((a v)ᴴ * a i)) = 0 := by
  constructor
  · intro hF t
    simp only [Finset.mul_sum, mul_smul_comm, map_sum, map_smul]
    refine Finset.sum_eq_zero fun v hv => Finset.sum_eq_zero fun i hi => ?_
    have hv' : v ∉ occ := Finset.mem_compl.mp hv
    rw [brillouin_matrix_element hc hd h g hg hi hv', hF i hi v hv', smul_zero]
  · intro hT i hi v hv
    -- choose the amplitudes of one single excitation
    have e : ∑ u ∈ occᶜ, ∑ j ∈ occ, (if u = v then (if j = i then (1 : ℂ) else 0) else 0) •
        ((a u)ᴴ * a j) = (a v)ᴴ * a i := by
      simp [ite_smul, Finset.sum_ite_irrel, hi, hv]
    have h' := hT (fun u j => if u = v then (if j = i then 1 else 0) else 0)
    rw [e, brillouin_matrix_element hc hd h g hg hi hv] at h'
    exact h'
```

For configuration interaction with a Hermitian H in a finite spin-orbital basis, this means that a reference determinant with a vanishing occupied–virtual Fock block has no direct coupling to the singles.

**Q:** Could your assumptions be contradictory, making all this empty?

**A:** Two explicit modes on a four-dimensional space satisfy them. The minus sign in the second matrix is the Jordan–Wigner sign, and the third basis vector has mode 0 filled and mode 1 empty. The proof checks the relations entry by entry.

```lean
/-- Annihilation operators of two fermionic modes on the four-dimensional Fock space. -/
def twoModes : Fin 2 → Matrix (Fin 4) (Fin 4) ℂ :=
  ![!![0, 0, 1, 0; 0, 0, 0, 1; 0, 0, 0, 0; 0, 0, 0, 0],
    !![0, 1, 0, 0; 0, 0, 0, 0; 0, 0, 0, -1; 0, 0, 0, 0]]

/-- The two explicit modes satisfy the anticommutation relations, and the third basis
vector is a determinant with mode 0 filled and mode 1 empty. -/
theorem determinant_witness :
    IsCAR twoModes ∧ IsDeterminant twoModes {0} ![0, 0, 1, 0] := by
  refine ⟨⟨?_, ?_⟩, ⟨?_, ?_, ?_⟩⟩
  · intro p q
    ext i j
    fin_cases p <;> fin_cases q <;> fin_cases i <;> fin_cases j <;>
      simp [twoModes]
  · intro p q
    ext i j
    -- write the products as explicit sums over the four basis states
    simp only [Matrix.add_apply, Matrix.mul_apply, Matrix.conjTranspose_apply,
      Fin.sum_univ_four]
    fin_cases p <;> fin_cases q <;> fin_cases i <;> fin_cases j <;>
      simp [twoModes]
  · simp [dotProduct, Fin.sum_univ_succ]
  · intro j hj
    obtain rfl := Finset.mem_singleton.mp hj
    ext k
    fin_cases k <;> simp [twoModes, Matrix.mulVec, dotProduct, Fin.sum_univ_succ]
  · intro v hv
    ext k
    fin_cases v
    · simp at hv
    · fin_cases k <;> simp [twoModes, Matrix.mulVec, dotProduct, Fin.sum_univ_succ]

end

end BrillouinMatrixElement
```

```lean
#print axioms BrillouinMatrixElement.brillouin_matrix_element
#print axioms BrillouinMatrixElement.brillouin_iff
```

```
'BrillouinMatrixElement.brillouin_matrix_element' depends on axioms: [propext, Classical.choice, Quot.sound]
'BrillouinMatrixElement.brillouin_iff' depends on axioms: [propext, Classical.choice, Quot.sound]
```
